# Started from aI, the Newton–Schulz iteration inverts a real symmetric positive definite matrix exactly when 0 < a < 2/L, with L its largest eigenvalue

A code that inverts the overlap matrix of a nonorthogonal basis by the Newton–Schulz iteration, which uses only matrix products and subtractions, needs a starting matrix from which the iteration reaches the inverse. The iteration is modelled here as an infinite sequence of real matrices of fixed finite size, with no rounding and no truncation, and convergence means that every entry tends to the corresponding entry of the inverse.

## Residual squaring and the admissible scale

Let $S$ be a real symmetric positive definite matrix with largest eigenvalue $L$, let $a$ be a real number, and set

$$X_0 = aI, \qquad X_{k+1} = X_k(2I - SX_k).$$

Then for every $k$

$$I - SX_k = (I - aS)^{2^k},$$

and $X_k \to S^{-1}$ if and only if $0 < a < 2/L$.

The name Newton–Schulz is also used for related iterations that compute a matrix sign or an inverse square root. This one computes the inverse.

## Choosing the scale for an overlap matrix

In electronic-structure codes with a finite, real, linearly independent basis, the overlap matrix satisfies the hypotheses on $S$, and the result tells which multiples of the identity are safe starts for its inversion.

If $L$ is only estimated, by a positive number $L'$, the choice $a = 1/L'$ is admissible exactly when $L' > L/2$, so an underestimate by less than a factor of two does not prevent convergence, though it can slow it.

No eigenvalue is needed if the trace is used: every $a > 0$ with $a\,\mathrm{tr}\,S < 2$ gives convergence. For $N \ge 1$ normalised basis functions the trace is $N$, so $a = 1/N$ works. Such a start can be slow, because a mode with small $a\lambda$ begins with a residual factor $1 - a\lambda$ close to one.

A scale outside the interval need not make the iterates blow up. With $a = 0$ they stay at zero, so a code that only watches the change between iterates would accept a wrong answer. The residual $I - SX_k$ reveals it.

## From one update to the threshold 2/L

Write $R_k = I - SX_k$ and $P = SX_k$. Then $SX_{k+1} = P(2I - P)$, so

$$R_{k+1} = I - 2P + P^2 = (I-P)^2 = R_k^2.$$

By induction $R_k = R_0^{2^k}$, and $R_0 = I - aS$.

If $Sv = \lambda v$, then $(I-aS)v = (1-a\lambda)v$, and hence

$$R_k v = (1-a\lambda)^{2^k} v.$$

Convergence of $X_k$ is the same as decay of $R_k$. If $X_k \to S^{-1}$, then $R_k \to I - SS^{-1} = 0$. Conversely, $X_k = S^{-1} - S^{-1}R_k$, so $R_k \to 0$ gives $X_k \to S^{-1}$.

Let $v_l$ be an orthonormal eigenbasis of $S$ with eigenvalues $\lambda_l$. If $|1-a\lambda_j| \ge 1$ for some $j$, a nonzero component of $v_j$ never shrinks in magnitude under $R_k$, so $R_k \not\to 0$. If $|1-a\lambda_l| < 1$ for all $l$, expand the unit vector $e_j = \sum_l c_l v_l$. The $j$-th column of $R_k$ is then

$$R_k e_j = \sum_l c_l (1-a\lambda_l)^{2^k} v_l \to 0.$$

So convergence is equivalent to $|1-a\lambda_i| < 1$, that is $0 < a\lambda_i < 2$, for every $i$. All $\lambda_i$ are positive. The condition for $L$ gives $a > 0$ and $aL < 2$; conversely, these two give $0 < a\lambda_i \le aL < 2$ for every $i$.

The trace is the sum of the positive eigenvalues, so $\lambda_i \le \mathrm{tr}\,S$, and for $a > 0$ the condition $a\,\mathrm{tr}\,S < 2$ suffices. If instead a symmetric invertible $S$ has eigenvalues $\lambda_i < 0 < \lambda_j$, the condition for $j$ requires $a > 0$ and the condition for $i$ requires $a < 0$, so no scale works.

## Definitions and proofs in Lean

```lean
import Mathlib

open Matrix Filter Topology

namespace NewtonSchulzInverse

variable {n : Type*} [Fintype n] [DecidableEq n]

/-- The Newton–Schulz iteration `X_(k+1) = X_k (2I - S X_k)` for the inverse of `S`,
started from the matrix `X₀`. -/
noncomputable def newtonSchulz (S X₀ : Matrix n n ℝ) : ℕ → Matrix n n ℝ
  | 0 => X₀
  | k + 1 => newtonSchulz S X₀ k * (2 - S * newtonSchulz S X₀ k)

/-- Each step squares the residual: after `k` steps from any starting matrix,
`I - S X_k = (I - S X₀)^(2^k)`. -/
theorem residual_eq (S X₀ : Matrix n n ℝ) (k : ℕ) :
    1 - S * newtonSchulz S X₀ k = (1 - S * X₀) ^ (2 ^ k) := by
  induction k with
  | zero => simp [newtonSchulz]
  | succ k ih =>
    show 1 - S * (newtonSchulz S X₀ k * (2 - S * newtonSchulz S X₀ k)) = _
    rw [pow_succ (2 : ℕ) k, pow_mul, ← ih, ← mul_assoc]
    -- only the product `P = S X_k` matters: `1 - P (2 - P) = (1 - P)^2`
    generalize S * newtonSchulz S X₀ k = P
    simp only [sq, mul_sub, sub_mul, mul_two, one_mul, mul_one]
    abel

/-- Started from `X₀ = aI`, the iteration has the residual `I - S X_k = (I - aS)^(2^k)`. -/
theorem residual_scaled_identity (S : Matrix n n ℝ) (a : ℝ) (k : ℕ) :
    1 - S * newtonSchulz S (a • 1) k = (1 - a • S) ^ (2 ^ k) := by
  rw [residual_eq, mul_smul_comm, mul_one]

/-- On a vector `v` with `S v = l v`, the residual of the iteration started from `aI`
acts as multiplication by `(1 - a l)^(2^k)`. -/
theorem residual_mulVec {S : Matrix n n ℝ} {v : n → ℝ} {l : ℝ} (hv : S *ᵥ v = l • v)
    (a : ℝ) (k : ℕ) :
    (1 - S * newtonSchulz S (a • 1) k) *ᵥ v = (1 - a * l) ^ (2 ^ k) • v := by
  have step : (1 - a • S) *ᵥ v = (1 - a * l) • v := by
    rw [Matrix.sub_mulVec, Matrix.one_mulVec, Matrix.smul_mulVec, hv, smul_smul,
      sub_smul, one_smul]
  rw [residual_scaled_identity]
  generalize 2 ^ k = m
  induction m with
  | zero => simp
  | succ m ih =>
    rw [pow_succ (1 - a • S) m, ← Matrix.mulVec_mulVec, step, Matrix.mulVec_smul, ih,
      smul_smul, pow_succ' (1 - a * l) m]

/-- For invertible `S`, a sequence of matrices `X_k` converges to `S⁻¹` exactly when its
residual `I - S X_k` converges to zero. -/
theorem tendsto_inv_iff_residual {S : Matrix n n ℝ} (hdet : IsUnit S.det)
    (X : ℕ → Matrix n n ℝ) :
    Tendsto X atTop (𝓝 S⁻¹) ↔ Tendsto (fun k => 1 - S * X k) atTop (𝓝 0) := by
  constructor
  · intro h
    have h1 := (h.const_mul S).const_sub 1
    rwa [Matrix.mul_nonsing_inv _ hdet, sub_self] at h1
  · intro h
    have h1 := (h.const_mul S⁻¹).const_sub S⁻¹
    rw [mul_zero, sub_zero] at h1
    refine h1.congr fun k => ?_
    show S⁻¹ - S⁻¹ * (1 - S * X k) = X k
    rw [mul_sub, mul_one, ← mul_assoc, Matrix.nonsing_inv_mul _ hdet, one_mul,
      sub_sub_cancel]

/-- For a symmetric invertible `S`, the iteration started from `aI` converges to `S⁻¹`
exactly when `|1 - a l| < 1` for every eigenvalue `l` of `S`. -/
theorem tendsto_inv_iff_eigenvalues {S : Matrix n n ℝ} (hS : S.IsHermitian)
    (hdet : IsUnit S.det) (a : ℝ) :
    Tendsto (newtonSchulz S (a • 1)) atTop (𝓝 S⁻¹) ↔
      ∀ j, |1 - a * hS.eigenvalues j| < 1 := by
  have hv : ∀ j, S *ᵥ (hS.eigenvectorBasis j).ofLp
      = hS.eigenvalues j • (hS.eigenvectorBasis j).ofLp :=
    fun j => hS.mulVec_eigenvectorBasis j
  rw [tendsto_inv_iff_residual hdet]
  constructor
  · -- a mode with `|1 - a l| ≥ 1` never dies out
    intro h j
    by_contra hj
    have hj' := not_lt.1 hj
    have hv0 : (hS.eigenvectorBasis j).ofLp ≠ 0 := fun h0 =>
      hS.eigenvectorBasis.orthonormal.ne_zero j (PiLp.ext fun i => congrFun h0 i)
    obtain ⟨i, hi⟩ := Function.ne_iff.1 hv0
    have hc : Continuous fun M : Matrix n n ℝ => (M *ᵥ (hS.eigenvectorBasis j).ofLp) i :=
      (continuous_apply i).comp (Continuous.matrix_mulVec continuous_id continuous_const)
    have hc0 : Tendsto (fun M : Matrix n n ℝ => (M *ᵥ (hS.eigenvectorBasis j).ofLp) i)
        (𝓝 0) (𝓝 0) := by
      have h0 := hc.tendsto 0
      simpa only [Matrix.zero_mulVec, Pi.zero_apply] using h0
    have ht : Tendsto (fun k : ℕ => (1 - a * hS.eigenvalues j) ^ (2 ^ k)
        * (hS.eigenvectorBasis j).ofLp i) atTop (𝓝 0) :=
      (hc0.comp h).congr fun k => congrFun (residual_mulVec (hv j) a k) i
    have hle : |(hS.eigenvectorBasis j).ofLp i| ≤ |(0 : ℝ)| :=
      ge_of_tendsto' ht.abs fun k => by
        rw [abs_mul, abs_pow]
        exact le_mul_of_one_le_left (abs_nonneg _) (one_le_pow₀ hj')
    rw [abs_zero] at hle
    exact hi (abs_nonpos_iff.1 hle)
  · intro h
    have hp : ∀ l, Tendsto (fun k : ℕ => (1 - a * hS.eigenvalues l) ^ (2 ^ k))
        atTop (𝓝 0) := fun l =>
      (tendsto_pow_atTop_nhds_zero_of_abs_lt_one (h l)).comp
        (tendsto_pow_atTop_atTop_of_one_lt (one_lt_two : (1 : ℕ) < 2))
    have hpi : Tendsto (fun k => (fun i j => (1 - S * newtonSchulz S (a • 1) k) i j :
        n → n → ℝ)) atTop (𝓝 (fun _ _ => 0)) := by
      refine tendsto_pi_nhds.2 fun i => tendsto_pi_nhds.2 fun j => ?_
      -- expand the `j`-th unit vector in the eigenbasis of `S`
      obtain ⟨c, hc⟩ : ∃ c : n → ℝ, (Pi.single j 1 : n → ℝ)
          = ∑ l, c l • (hS.eigenvectorBasis l).ofLp := by
        have h1 := congrArg (WithLp.linearEquiv 2 ℝ (n → ℝ))
          (hS.eigenvectorBasis.sum_repr (WithLp.toLp 2 (Pi.single j 1)))
        rw [map_sum] at h1
        simp only [map_smul] at h1
        exact ⟨_, h1.symm⟩
      have hs := tendsto_finsetSum Finset.univ (fun l _ =>
        ((hp l).mul_const ((hS.eigenvectorBasis l).ofLp i)).const_mul (c l))
      simp only [zero_mul, mul_zero, Finset.sum_const_zero] at hs
      refine hs.congr fun k => ?_
      have entry : (1 - S * newtonSchulz S (a • 1) k) i j
          = ((1 - S * newtonSchulz S (a • 1) k) *ᵥ Pi.single j 1) i := by
        generalize 1 - S * newtonSchulz S (a • 1) k = R
        simp [Matrix.mulVec, dotProduct, Pi.single_apply]
      rw [entry, hc, ← Matrix.mulVecLin_apply, map_sum, Finset.sum_apply]
      refine Finset.sum_congr rfl fun l _ => ?_
      rw [map_smul, Matrix.mulVecLin_apply, residual_mulVec (hv l)]
      simp only [Pi.smul_apply, smul_eq_mul]
    exact hpi

/-- For a symmetric positive definite `S` with largest eigenvalue `L`, the Newton–Schulz
iteration started from `aI` converges to `S⁻¹` if and only if `0 < a < 2/L`. -/
theorem tendsto_inv_iff_scale {S : Matrix n n ℝ} (hS : S.PosDef) {L : ℝ}
    (hL : IsGreatest (Set.range hS.isHermitian.eigenvalues) L) (a : ℝ) :
    Tendsto (newtonSchulz S (a • 1)) atTop (𝓝 S⁻¹) ↔ 0 < a ∧ a < 2 / L := by
  obtain ⟨⟨j, hj⟩, hmax⟩ := hL
  have hpos : ∀ i, 0 < hS.isHermitian.eigenvalues i := fun i => hS.eigenvalues_pos i
  have hLpos : 0 < L := by
    rw [← hj]
    exact hpos j
  rw [tendsto_inv_iff_eigenvalues hS.isHermitian hS.det_pos.ne'.isUnit,
    lt_div_iff₀ hLpos]
  constructor
  · intro h
    have h1 := abs_lt.1 (h j)
    rw [hj] at h1
    exact ⟨(mul_pos_iff_of_pos_right hLpos).1 (by linarith [h1.2]), by linarith [h1.1]⟩
  · rintro ⟨ha, haL⟩ i
    have h1 := mul_pos ha (hpos i)
    have h2 := mul_le_mul_of_nonneg_left (hmax ⟨i, rfl⟩) ha.le
    exact abs_lt.2 ⟨by linarith, by linarith⟩

/-- For a symmetric positive definite `S`, every start `aI` with `a > 0` and
`a tr S < 2` leads to convergence to `S⁻¹`. -/
theorem tendsto_inv_of_trace {S : Matrix n n ℝ} (hS : S.PosDef) {a : ℝ} (ha : 0 < a)
    (htr : a * S.trace < 2) :
    Tendsto (newtonSchulz S (a • 1)) atTop (𝓝 S⁻¹) := by
  have hpos : ∀ i, 0 < hS.isHermitian.eigenvalues i := fun i => hS.eigenvalues_pos i
  have ht : S.trace = ∑ i, hS.isHermitian.eigenvalues i := by
    simpa using hS.isHermitian.trace_eq_sum_eigenvalues
  rw [tendsto_inv_iff_eigenvalues hS.isHermitian hS.det_pos.ne'.isUnit]
  intro i
  -- each eigenvalue is at most the trace
  have hi : hS.isHermitian.eigenvalues i ≤ S.trace := by
    rw [ht]
    exact Finset.single_le_sum (fun l _ => (hpos l).le) (Finset.mem_univ i)
  have h1 := mul_pos ha (hpos i)
  have h2 := mul_le_mul_of_nonneg_left hi ha.le
  exact abs_lt.2 ⟨by linarith, by linarith⟩

/-- If a symmetric invertible `S` has eigenvalues of both signs, then for no real `a` does
the iteration started from `aI` converge to `S⁻¹`. -/
theorem not_tendsto_inv_of_indefinite {S : Matrix n n ℝ} (hS : S.IsHermitian)
    (hdet : IsUnit S.det) {i j : n} (hi : hS.eigenvalues i < 0)
    (hj : 0 < hS.eigenvalues j) (a : ℝ) :
    ¬ Tendsto (newtonSchulz S (a • 1)) atTop (𝓝 S⁻¹) := by
  rw [tendsto_inv_iff_eigenvalues hS hdet]
  intro h
  have h1 := (abs_lt.1 (h i)).2
  have h2 := (abs_lt.1 (h j)).2
  have ha : 0 < a := (mul_pos_iff_of_pos_right hj).1 (by linarith)
  linarith [mul_neg_of_pos_of_neg ha hi]

end NewtonSchulzInverse
```

```lean
#print axioms NewtonSchulzInverse.tendsto_inv_iff_scale
-- 'NewtonSchulzInverse.tendsto_inv_iff_scale' depends on axioms: [propext, Classical.choice, Quot.sound]
#print axioms NewtonSchulzInverse.tendsto_inv_of_trace
-- 'NewtonSchulzInverse.tendsto_inv_of_trace' depends on axioms: [propext, Classical.choice, Quot.sound]
#print axioms NewtonSchulzInverse.not_tendsto_inv_of_indefinite
-- 'NewtonSchulzInverse.not_tendsto_inv_of_indefinite' depends on axioms: [propext, Classical.choice, Quot.sound]
```

## What is guaranteed for real matrices, and where rounding enters

In the file, `Matrix n n ℝ` is a real square matrix indexed by a finite set `n`, `a • 1` is $aI$, and the `2` in `newtonSchulz` is $2I$. For real matrices `IsHermitian` means symmetric, and `PosDef` includes symmetry. `Tendsto … atTop (𝓝 S⁻¹)` says that the sequence converges to $S^{-1}$ as $k$ grows. The hypothesis `IsGreatest` says that `L` is an eigenvalue and that none is larger, which requires at least one row.

`residual_eq` holds for any square `S` and any starting matrix. Its proof replaces $SX_k$ by a single letter with `generalize`, expands the products and lets `abel` collect the terms. `residual_scaled_identity` inserts $X_0 = aI$, and `residual_mulVec` gets the factor on an eigenvector by induction on the exponent.

`tendsto_inv_iff_residual` applies the two identities that relate $X_k$ and $R_k$. `tendsto_inv_iff_eigenvalues` joins these results. In one direction it follows a nonzero component of an eigenvector and bounds it with `ge_of_tendsto'`; in the other it writes each matrix entry as a finite sum over the eigenbasis and takes the limit term by term.

`tendsto_inv_iff_scale` reduces all the eigenvalue conditions to the one for `L`, with `linarith` closing the inequalities. `tendsto_inv_of_trace` and `not_tendsto_inv_of_indefinite` are the trace criterion and the failure for mixed signs.

The step from here to a running code is the replacement of real-number products by floating-point products, often with small entries dropped. Each update then squares the residual only approximately, and the attainable accuracy needs a separate error analysis. The theorems also give no iteration count for a prescribed tolerance, although the factor $(1-a\lambda)^{2^k}$ shows how fast each mode decays in the ideal iteration.
